# A Fermi-level iteration that converges from every start for Boltzmann-weighted donors and acceptors

**Q:** You put donors and acceptors in one list of signed charges and give each a Boltzmann weight. Where is the semiconductor in that?

**A:** Each index \(i\) is one charged species, with charge \(q_i\) in units of the elementary charge and population \(c_i e^{-\beta q_i\mu}\). Here \(\mu\) is the Fermi level and \(\beta>0\) the inverse temperature. For a defect, the prefactor \(c_i>0\) stands for the density of sites, times the degeneracy of the charge state, times the Boltzmann factor of the formation energy at \(\mu=0\). A donor has \(q_i>0\), an acceptor \(q_i<0\). A single list lets neutrality be the usual condition, that the signed charges sum to zero. The solver needs the two signs separately:

\[
P(\mu)=\sum_{q_i>0}q_ic_ie^{-\beta q_i\mu},\qquad
N(\mu)=\sum_{q_i<0}|q_i|c_ie^{-\beta q_i\mu}.
\]

With \(F=\ln(P/N)\) and a bound \(Q\) on all \(|q_i|\), one step of the solver is

\[
T(\mu)=\mu+\frac{F(\mu)}{2\beta Q}.
\]

```lean
import Mathlib

open Filter Topology

namespace FermiLevelSolver

noncomputable section
```

**Q:** Exponentials vary over many orders of magnitude. Why should a fixed step size work?

**A:** Because the logarithm tames them. Take \(S(z)=\sum_i w_ie^{a_iz}\), a nonempty sum with \(w_i>0\) and \(l\le a_i\le u\). For \(x\le y\), each term obeys \(e^{a_iy}=e^{a_i(y-x)}e^{a_ix}\), so it grows by a factor between \(e^{l(y-x)}\) and \(e^{u(y-x)}\). The sum then does the same, and taking logarithms gives

\[
l(y-x)\le \ln S(y)-\ln S(x)\le u(y-x).
\]

The lemma `log_expSum_slope` follows this argument: it compares the sums term by term, then applies monotonicity of the logarithm. No derivative is needed.

```lean
/-- The logarithm of a positive sum of exponentials has difference quotients between the
lower and upper bounds of its exponents. -/
theorem log_expSum_slope {ι : Type*} {s : Finset ι} (hs : s.Nonempty) {w a : ι → ℝ}
    {l u x y : ℝ} (hw : ∀ i ∈ s, 0 < w i) (ha : ∀ i ∈ s, l ≤ a i ∧ a i ≤ u) (hxy : x ≤ y) :
    l * (y - x) ≤ Real.log (∑ i ∈ s, w i * Real.exp (a i * y))
        - Real.log (∑ i ∈ s, w i * Real.exp (a i * x)) ∧
    Real.log (∑ i ∈ s, w i * Real.exp (a i * y))
        - Real.log (∑ i ∈ s, w i * Real.exp (a i * x)) ≤ u * (y - x) := by
  have pos : ∀ z : ℝ, 0 < ∑ i ∈ s, w i * Real.exp (a i * z) := fun z =>
    Finset.sum_pos (fun i hi => mul_pos (hw i hi) (Real.exp_pos _)) hs
  have hd : 0 ≤ y - x := sub_nonneg.2 hxy
  constructor
  · -- every term grows at least by the factor exp (l (y - x))
    have h : Real.exp (l * (y - x)) * ∑ i ∈ s, w i * Real.exp (a i * x)
        ≤ ∑ i ∈ s, w i * Real.exp (a i * y) := by
      rw [Finset.mul_sum]
      refine Finset.sum_le_sum fun i hi => ?_
      have e : Real.exp (l * (y - x)) * Real.exp (a i * x) ≤ Real.exp (a i * y) := by
        rw [← Real.exp_add]
        apply Real.exp_le_exp.mpr
        linarith [mul_le_mul_of_nonneg_right (ha i hi).1 hd]
      linarith [mul_le_mul_of_nonneg_left e (hw i hi).le]
    have h2 := Real.log_le_log (mul_pos (Real.exp_pos _) (pos x)) h
    rw [Real.log_mul (Real.exp_pos _).ne' (pos x).ne', Real.log_exp] at h2
    linarith
  · -- and at most by the factor exp (u (y - x))
    have h : ∑ i ∈ s, w i * Real.exp (a i * y)
        ≤ Real.exp (u * (y - x)) * ∑ i ∈ s, w i * Real.exp (a i * x) := by
      rw [Finset.mul_sum]
      refine Finset.sum_le_sum fun i hi => ?_
      have e : Real.exp (a i * y) ≤ Real.exp (u * (y - x)) * Real.exp (a i * x) := by
        rw [← Real.exp_add]
        apply Real.exp_le_exp.mpr
        linarith [mul_le_mul_of_nonneg_right (ha i hi).2 hd]
      linarith [mul_le_mul_of_nonneg_left e (hw i hi).le]
    have h2 := Real.log_le_log (pos y) h
    rw [Real.log_mul (Real.exp_pos _).ne' (pos x).ne', Real.log_exp] at h2
    linarith
```

**Q:** Which defects does the formal statement admit?

**A:** `Admissible q c Q` requires positive prefactors, \(1\le|q_i|\le Q\), and at least one species of each sign. The index type is finite. The lower bound reflects that charge comes in whole elementary units and that neutral species, which add no charge, are left off the list. The charges themselves may be any real numbers in the allowed range, and \(Q\) need not be the largest magnitude present.

```lean
variable {ι : Type*} [Fintype ι]

/-- Defects with positive prefactors `c` and charges `q` of magnitude between 1 and `Q`,
among them at least one donor and one acceptor. -/
structure Admissible (q c : ι → ℝ) (Q : ℝ) : Prop where
  conc_pos : ∀ i, 0 < c i
  one_le : ∀ i, 1 ≤ |q i|
  le_max : ∀ i, |q i| ≤ Q
  donor : ∃ i, 0 < q i
  acceptor : ∃ i, q i < 0
```

The definitions then match the formulas: `donorCharge` is \(P\), `acceptorCharge` is \(N\), and `netCharge` is the sum over the whole list.

```lean
/-- Total charge of the donors at Fermi level `μ`. -/
def donorCharge (q c : ι → ℝ) (β μ : ℝ) : ℝ :=
  ∑ i with 0 < q i, q i * c i * Real.exp (-β * q i * μ)

/-- Total absolute charge of the acceptors at Fermi level `μ`. -/
def acceptorCharge (q c : ι → ℝ) (β μ : ℝ) : ℝ :=
  ∑ i with q i < 0, |q i| * c i * Real.exp (-β * q i * μ)

/-- Signed total charge of all defects at Fermi level `μ`. -/
def netCharge (q c : ι → ℝ) (β μ : ℝ) : ℝ :=
  ∑ i, q i * c i * Real.exp (-β * q i * μ)
```

`chargeLog` is \(F\), and `fermiStep` is \(T\).

```lean
/-- Logarithm of the ratio of donor charge to absolute acceptor charge. -/
def chargeLog (q c : ι → ℝ) (β μ : ℝ) : ℝ :=
  Real.log (donorCharge q c β μ / acceptorCharge q c β μ)

/-- One update of the Fermi level by the solver. -/
def fermiStep (q c : ι → ℝ) (β Q μ : ℝ) : ℝ :=
  μ + chargeLog q c β μ / (2 * β * Q)
```

**Q:** What about free carriers, and crowded sites?

**A:** Electrons and holes can enter as species with \(q=-1\) and \(q=+1\), as long as they are non-degenerate and so follow Boltzmann statistics. In their prefactors the effective density of states of the band takes the place of the density of sites, and the energy \(E_c\) for electrons or \(-E_v\) for holes, with \(E_c\) and \(E_v\) the band edges, takes the place of the formation energy at \(\mu=0\). Fermi–Dirac carriers, site saturation, interacting defects, dopants held at a fixed total concentration and a fixed background charge independent of \(\mu\) are not covered.

**Q:** The solver drives a logarithm to zero. How do I know that this is neutrality?

**A:** Splitting the signed sum by sign gives net charge \(P-N\). `netCharge_eq` does this index by index, with a zero charge contributing nothing.

```lean
/-- The net charge is the donor charge minus the absolute acceptor charge. -/
theorem netCharge_eq (q c : ι → ℝ) (β μ : ℝ) :
    netCharge q c β μ = donorCharge q c β μ - acceptorCharge q c β μ := by
  unfold netCharge donorCharge acceptorCharge
  rw [Finset.sum_filter, Finset.sum_filter, ← Finset.sum_sub_distrib]
  refine Finset.sum_congr rfl fun i _ => ?_
  rcases lt_trichotomy (q i) 0 with h | h | h
  · rw [if_neg (not_lt_of_ge h.le), if_pos h, abs_of_neg h]
    ring
  · simp [h]
  · rw [if_pos h, if_neg (not_lt_of_ge h.le), sub_zero]
```

Both parts are positive, since each is a nonempty sum of positive terms.

```lean
variable {q c : ι → ℝ} {β Q : ℝ}

/-- Donor charge and absolute acceptor charge are both positive. -/
theorem charges_pos (h : Admissible q c Q) (μ : ℝ) :
    0 < donorCharge q c β μ ∧ 0 < acceptorCharge q c β μ := by
  obtain ⟨i, hi⟩ := h.donor
  obtain ⟨j, hj⟩ := h.acceptor
  constructor
  · refine Finset.sum_pos (fun k hk => ?_) ⟨i, by simp [hi]⟩
    exact mul_pos (mul_pos (Finset.mem_filter.1 hk).2 (h.conc_pos k)) (Real.exp_pos _)
  · refine Finset.sum_pos (fun k _ => ?_) ⟨j, by simp [hj]⟩
    exact mul_pos (mul_pos (by linarith [h.one_le k]) (h.conc_pos k)) (Real.exp_pos _)
```

Hence \(F(\mu)=0\) means \(P/N=1\), which means \(P-N=0\), and the steps reverse.

```lean
/-- The logarithmic charge ratio vanishes exactly at charge neutrality. -/
theorem chargeLog_eq_zero_iff (h : Admissible q c Q) (μ : ℝ) :
    chargeLog q c β μ = 0 ↔ netCharge q c β μ = 0 := by
  obtain ⟨hP, hA⟩ := charges_pos (β := β) h μ
  rw [netCharge_eq, chargeLog]
  constructor
  · intro h0
    have h1 := Real.exp_log (div_pos hP hA)
    rw [h0, Real.exp_zero] at h1
    exact sub_eq_zero.2 ((div_eq_one_iff_eq hA.ne').mp h1.symm)
  · intro h0
    rw [sub_eq_zero.1 h0, div_self hA.ne', Real.log_one]
```

**Q:** Now the step size. Where does the 2 come from?

**A:** From the two populations moving in opposite directions. For donors the exponents \(a_i=-\beta q_i\) lie in \([-\beta Q,-\beta]\); for acceptors they lie in \([\beta,\beta Q]\). Subtracting the two logarithmic estimates gives, for \(x\le y\),

\[
-2\beta Q(y-x)\le F(y)-F(x)\le-2\beta(y-x).
\]

`chargeLog_slope` applies the general lemma twice, with the charge magnitude absorbed into the weight, and combines the results.

```lean
/-- The logarithmic charge ratio falls with the Fermi level, at a rate between `2β` and `2βQ`. -/
theorem chargeLog_slope (h : Admissible q c Q) (hβ : 0 < β) {x y : ℝ} (hxy : x ≤ y) :
    -(2 * β * Q) * (y - x) ≤ chargeLog q c β y - chargeLog q c β x ∧
    chargeLog q c β y - chargeLog q c β x ≤ -(2 * β) * (y - x) := by
  obtain ⟨i, hi⟩ := h.donor
  obtain ⟨j, hj⟩ := h.acceptor
  have hD : -(β * Q) * (y - x) ≤
      Real.log (donorCharge q c β y) - Real.log (donorCharge q c β x) ∧
      Real.log (donorCharge q c β y) - Real.log (donorCharge q c β x) ≤ -β * (y - x) := by
    refine log_expSum_slope (s := Finset.univ.filter (fun i => 0 < q i))
      (w := fun i => q i * c i) (a := fun i => -β * q i) ⟨i, by simp [hi]⟩
      (fun k hk => mul_pos (Finset.mem_filter.1 hk).2 (h.conc_pos k)) (fun k hk => ?_) hxy
    have h1 := h.one_le k
    have h2 := h.le_max k
    rw [abs_of_pos (Finset.mem_filter.1 hk).2] at h1 h2
    constructor <;> nlinarith
  have hA : β * (y - x) ≤
      Real.log (acceptorCharge q c β y) - Real.log (acceptorCharge q c β x) ∧
      Real.log (acceptorCharge q c β y) - Real.log (acceptorCharge q c β x)
        ≤ β * Q * (y - x) := by
    refine log_expSum_slope (s := Finset.univ.filter (fun i => q i < 0))
      (w := fun i => |q i| * c i) (a := fun i => -β * q i) ⟨j, by simp [hj]⟩
      (fun k _ => mul_pos (by linarith [h.one_le k]) (h.conc_pos k)) (fun k hk => ?_) hxy
    have h1 := h.one_le k
    have h2 := h.le_max k
    rw [abs_of_neg (Finset.mem_filter.1 hk).2] at h1 h2
    constructor <;> nlinarith
  obtain ⟨px, ax⟩ := charges_pos (β := β) h x
  obtain ⟨py, ay⟩ := charges_pos (β := β) h y
  unfold chargeLog
  rw [Real.log_div py.ne' ay.ne', Real.log_div px.ne' ax.ne']
  constructor <;> linarith [hD.1, hD.2, hA.1, hA.2]
```

Someone who thinks of only one population would divide by \(\beta Q\) instead. For a pair of charges \(\pm1\) with \(Q=1\), that update has the form \(\mu\mapsto C-\mu\) with a constant \(C\), and it jumps between two values forever unless it starts at neutrality.

**Q:** And with the right denominator?

**A:** Divide the inequality by \(2\beta Q\) and add \(y-x\):

\[
0\le T(y)-T(x)\le\left(1-\frac1Q\right)(y-x).
\]

The update preserves order, so it never overshoots the neutral level, and it multiplies distances by at most \(1-1/Q\). `fermiStep_lipschitz` proves the case \(x\le y\) and gets the other by exchanging the points.

```lean
/-- The solver's update is Lipschitz in the Fermi level with constant `1 - 1/Q`. -/
theorem fermiStep_lipschitz (h : Admissible q c Q) (hβ : 0 < β) (x y : ℝ) :
    |fermiStep q c β Q x - fermiStep q c β Q y| ≤ (1 - 1 / Q) * |x - y| := by
  obtain ⟨i, _⟩ := h.donor
  have hQ : 0 < Q := by linarith [h.one_le i, h.le_max i]
  have key : ∀ x y : ℝ, x ≤ y → |fermiStep q c β Q y - fermiStep q c β Q x|
      ≤ (1 - 1 / Q) * |y - x| := by
    intro x y hxy
    obtain ⟨h1, h2⟩ := chargeLog_slope h hβ hxy
    have e : fermiStep q c β Q y - fermiStep q c β Q x
        = (y - x) + (chargeLog q c β y - chargeLog q c β x) / (2 * β * Q) := by
      unfold fermiStep
      ring
    have lo : -(y - x) ≤ (chargeLog q c β y - chargeLog q c β x) / (2 * β * Q) := by
      rw [le_div_iff₀ (by positivity)]
      linarith
    have hi : (chargeLog q c β y - chargeLog q c β x) / (2 * β * Q)
        ≤ -(1 / Q) * (y - x) := by
      rw [div_le_iff₀ (by positivity)]
      have e2 : -(1 / Q) * (y - x) * (2 * β * Q) = -(2 * β) * (y - x) * (Q / Q) := by ring
      rw [e2, div_self hQ.ne', mul_one]
      exact h2
    rw [e, abs_of_nonneg (by linarith), abs_of_nonneg (sub_nonneg.2 hxy)]
    linarith
  rcases le_total x y with hxy | hxy
  · rw [abs_sub_comm (fermiStep q c β Q x), abs_sub_comm x y]
    exact key x y hxy
  · exact key y x hxy
```

**Q:** In practice I don't know the neutral level. When do I stop?

**A:** Let \(m\) be neutral, so \(F(m)=0\). The upper slope bound says that \(F\) changes by at least \(2\beta\) per unit of \(\mu\), so

\[
|\mu-m|\le\frac{|F(\mu)|}{2\beta}.
\]

The right-hand side is available at every step. The proof treats \(\mu\) below and above \(m\) separately.

```lean
/-- Stopping criterion: the distance from `μ` to a neutral Fermi level is at most the
logarithmic charge imbalance at `μ` divided by `2β`. -/
theorem error_le_residual (h : Admissible q c Q) (hβ : 0 < β) {m : ℝ}
    (hm : netCharge q c β m = 0) (μ : ℝ) :
    |μ - m| ≤ |chargeLog q c β μ| / (2 * β) := by
  have h0 := (chargeLog_eq_zero_iff h m).2 hm
  rw [le_div_iff₀ (by positivity)]
  rcases le_total μ m with hc | hc
  · have h1 := (chargeLog_slope h hβ hc).2
    rw [abs_sub_comm, abs_of_nonneg (sub_nonneg.2 hc)]
    linarith [le_abs_self (chargeLog q c β μ)]
  · have h1 := (chargeLog_slope h hβ hc).2
    rw [abs_of_nonneg (sub_nonneg.2 hc)]
    linarith [neg_abs_le (chargeLog q c β μ)]
```

**Q:** That presupposes a neutral level. Does one exist?

**A:** Yes. A contraction of the real line has a fixed point \(m\), and \(T(m)=m\) forces \(F(m)=0\), hence neutrality. If \(\mu\) is also neutral, the stopping bound gives \(|\mu-m|\le0\), so \(m\) is unique. Writing \(\mu_n\) for the \(n\)-th iterate from \(\mu_0\), we have

\[
|\mu_{n+1}-m|=|T(\mu_n)-T(m)|\le\left(1-\frac1Q\right)|\mu_n-m|,
\]

and induction yields

\[
|\mu_n-m|\le\left(1-\frac1Q\right)^n|\mu_0-m|\to0.
\]

For \(Q=1\) the factor is zero and one step suffices.

**Q:** How does Lean get the fixed point?

**A:** Through `ContractingWith`, Mathlib's form of the hypothesis of Banach's theorem. It bundles a Lipschitz bound with the requirement that the constant be below one. The constant must be a nonnegative real by type, whereas \(1-1/Q\) is an ordinary real, so `Real.toNNReal` converts it and `LipschitzWith.of_dist_le'` accepts our real inequality directly. Completeness of \(\mathbb R\) is found automatically, and `fixedPoint_isFixedPt` proves that the point Mathlib constructs is indeed fixed. The explicit error bound is then proved by induction, and squeezing the distance to zero gives the limit.

```lean
/-- There is exactly one neutral Fermi level, and from every real start the solver converges
to it, the error after `n` steps being at most `(1 - 1/Q)^n` times the initial error. -/
theorem solver_converges (h : Admissible q c Q) (hβ : 0 < β) :
    ∃ m : ℝ, netCharge q c β m = 0 ∧ (∀ μ, netCharge q c β μ = 0 → μ = m) ∧
      ∀ μ₀ : ℝ, Tendsto (fun n : ℕ => (fermiStep q c β Q)^[n] μ₀) atTop (𝓝 m) ∧
        ∀ n : ℕ, |(fermiStep q c β Q)^[n] μ₀ - m| ≤ (1 - 1 / Q) ^ n * |μ₀ - m| := by
  obtain ⟨i, _⟩ := h.donor
  have hQ1 : 1 ≤ Q := (h.one_le i).trans (h.le_max i)
  have hQ : 0 < Q := by linarith
  have k0 : 0 ≤ 1 - 1 / Q := sub_nonneg.2 ((div_le_one hQ).2 hQ1)
  have k1 : 1 - 1 / Q < 1 := by linarith [one_div_pos.2 hQ]
  -- Banach's theorem supplies a fixed point of the update
  have hc : ContractingWith (1 - 1 / Q).toNNReal (fermiStep q c β Q) :=
    ⟨Real.toNNReal_lt_one.2 k1, LipschitzWith.of_dist_le' fun x y => by
      rw [Real.dist_eq, Real.dist_eq]
      exact fermiStep_lipschitz h hβ x y⟩
  obtain ⟨m, hfix⟩ : ∃ m, fermiStep q c β Q m = m := ⟨_, hc.fixedPoint_isFixedPt⟩
  -- a fixed point is a neutral point
  have hm : netCharge q c β m = 0 := by
    have h1 : chargeLog q c β m / (2 * β * Q) = 0 := by
      unfold fermiStep at hfix
      linarith
    have h2 : 2 * β * Q ≠ 0 := by positivity
    exact (chargeLog_eq_zero_iff h m).1 ((div_eq_zero_iff.1 h1).resolve_right h2)
  refine ⟨m, hm, fun μ hμ => ?_, fun μ₀ => ?_⟩
  · have h1 := error_le_residual h hβ hm μ
    rw [(chargeLog_eq_zero_iff h μ).2 hμ, abs_zero, zero_div] at h1
    exact sub_eq_zero.1 (abs_eq_zero.1 (le_antisymm h1 (abs_nonneg _)))
  · have bound : ∀ n : ℕ, |(fermiStep q c β Q)^[n] μ₀ - m|
        ≤ (1 - 1 / Q) ^ n * |μ₀ - m| := by
      intro n
      induction n with
      | zero => simp
      | succ n ih =>
        rw [Function.iterate_succ_apply']
        have h1 := fermiStep_lipschitz h hβ ((fermiStep q c β Q)^[n] μ₀) m
        rw [hfix] at h1
        calc _ ≤ _ := h1
          _ ≤ (1 - 1 / Q) * ((1 - 1 / Q) ^ n * |μ₀ - m|) := mul_le_mul_of_nonneg_left ih k0
          _ = _ := by ring
    refine ⟨?_, bound⟩
    have hl := (tendsto_pow_atTop_nhds_zero_of_lt_one k0 k1).mul_const |μ₀ - m|
    rw [zero_mul] at hl
    exact tendsto_iff_dist_tendsto_zero.2 (squeeze_zero (fun _ => dist_nonneg)
      (fun n => by rw [Real.dist_eq]; exact bound n) hl)
```

**Q:** Could a sharper estimate improve the factor?

**A:** Not if it may depend on \(Q\) alone. Take charges \(+1\) and \(-1\) with prefactors \(a,b>0\). Then \(P=ae^{-\beta\mu}\) and \(N=be^{\beta\mu}\), so

\[
F(\mu)=\ln a-\ln b-2\beta\mu,\qquad
T(y)-T(x)=\left(1-\frac1Q\right)(y-x).
\]

This pair is admissible for every \(Q\ge1\), and the equality is exact. It also shows the price of a generous bound: \(Q=1\) solves the pair in one step, while a larger \(Q\) slows it down.

```lean
/-- One donor of charge `+1` and one acceptor of charge `-1` are admissible for every `Q ≥ 1`,
and for them the update contracts distances by exactly `1 - 1/Q`. -/
theorem rate_sharp_witness {a b : ℝ} (ha : 0 < a) (hb : 0 < b) (hβ : 0 < β) (hQ : 1 ≤ Q) :
    Admissible ![1, -1] ![a, b] Q ∧ ∀ x y : ℝ,
      fermiStep ![1, -1] ![a, b] β Q y - fermiStep ![1, -1] ![a, b] β Q x
        = (1 - 1 / Q) * (y - x) := by
  refine ⟨⟨?_, ?_, ?_, ⟨0, by simp⟩, ⟨1, by simp⟩⟩, fun x y => ?_⟩
  · intro i
    fin_cases i <;> simp [ha, hb]
  · intro i
    fin_cases i <;> simp
  · intro i
    fin_cases i <;> simp [hQ]
  · have hF : ∀ μ : ℝ, chargeLog ![1, -1] ![a, b] β μ
        = Real.log a - Real.log b - 2 * β * μ := by
      intro μ
      have hD : donorCharge ![1, -1] ![a, b] β μ = a * Real.exp (-(β * μ)) := by
        norm_num [donorCharge, Finset.sum_filter, Fin.sum_univ_two]
      have hA : acceptorCharge ![1, -1] ![a, b] β μ = b * Real.exp (β * μ) := by
        norm_num [acceptorCharge, Finset.sum_filter, Fin.sum_univ_two]
      rw [chargeLog, hD, hA, Real.log_div (by positivity) (by positivity),
        Real.log_mul ha.ne' (Real.exp_pos _).ne', Real.log_mul hb.ne' (Real.exp_pos _).ne',
        Real.log_exp, Real.log_exp]
      ring
    have hQ0 : Q ≠ 0 := by linarith
    have e : fermiStep ![1, -1] ![a, b] β Q y - fermiStep ![1, -1] ![a, b] β Q x
        = (y - x) - (β / β) * (1 / Q) * (y - x) := by
      unfold fermiStep
      rw [hF, hF]
      ring
    rw [e, div_self hβ.ne']
    ring

end

end FermiLevelSolver
```

**Q:** So what may I take from this for a defect calculation?

**A:** If every charged species in the neutrality sum, free carriers included, has a Boltzmann population with a fixed prefactor, and both signs of charge are present, the neutrality loop needs no bracketing interval and no good initial guess. These are statements about exact real arithmetic; a floating-point code must still evaluate the logarithms of the sums without overflow.

```lean
#print axioms FermiLevelSolver.solver_converges
```

```
'FermiLevelSolver.solver_converges' depends on axioms: [propext, Classical.choice, Quot.sound]
```
